# The alternating sum of inverse squares is π²/12

The lemma says that the series 1 − 1/4 + 1/9 − 1/16 + …, whose terms are (−1)ⁿ/(n+1)² for n = 0, 1, 2, …, converges to π²/12. It is a statement about real numbers only: no physical system or model enters it. The proof starts from the known sum of all the inverse squares, π²/6, and splits it by the parity of n. The terms with odd n have even denominators and make up a quarter of the whole, which fixes the sum of the rest. The attempt then puts the signs back on the two parts and adds them.

The failing Lean file:

```lean
import Mathlib

open MeasureTheory Set
open scoped Real

namespace ThermalConductanceQuantum

noncomputable section

/-- The alternating sum of inverse squares is `π² / 12`. -/
theorem hasSum_alternating :
    HasSum (fun n : ℕ => (-1 : ℝ) ^ n * (1 / ((n : ℝ) + 1) ^ 2)) (π ^ 2 / 12) := by
  have ha : HasSum (fun n : ℕ => 1 / ((n : ℝ) + 1) ^ 2) (π ^ 2 / 6) := by
    have h := (hasSum_nat_add_iff' (f := fun n : ℕ => 1 / (n : ℝ) ^ 2) 1).mpr hasSum_zeta_two
    simpa using h
  -- the terms with even denominator are a quarter of the full sum
  have ho : HasSum (fun k : ℕ => 1 / (((2 * k + 1 : ℕ) : ℝ) + 1) ^ 2) (1 / 4 * (π ^ 2 / 6)) := by
    refine (ha.mul_left (1 / 4)).congr_fun ?_
    intro k
    have hk : (k : ℝ) + 1 ≠ 0 := by positivity
    have e : ((2 * k + 1 : ℕ) : ℝ) + 1 = 2 * ((k : ℝ) + 1) := by push_cast; ring
    rw [e, mul_pow]
    field_simp
    try norm_num
  have hinj : Function.Injective (fun k : ℕ => 2 * k) := fun a b h => by
    dsimp only at h
    omega
  obtain ⟨S, hS⟩ := ha.summable.comp_injective hinj
  have hS' : HasSum (fun k : ℕ => 1 / (((2 * k : ℕ) : ℝ) + 1) ^ 2) S := hS
  have hval : S + 1 / 4 * (π ^ 2 / 6) = π ^ 2 / 6 :=
    (HasSum.even_add_odd (f := fun n : ℕ => 1 / ((n : ℝ) + 1) ^ 2) hS' ho).unique ha
  have he2 : HasSum (fun k : ℕ => (-1 : ℝ) ^ (2 * k) *
      (1 / (((2 * k : ℕ) : ℝ) + 1) ^ 2)) S := by
    simpa only [pow_mul, neg_one_sq, one_pow, one_mul] using hS'
  have ho2 : HasSum (fun k : ℕ => (-1 : ℝ) ^ (2 * k + 1) *
      (1 / (((2 * k + 1 : ℕ) : ℝ) + 1) ^ 2)) (-(1 / 4 * (π ^ 2 / 6))) := by
    simpa only [pow_succ, pow_mul, neg_one_sq, one_pow, one_mul, neg_mul] using ho.neg
  have h := HasSum.even_add_odd
    (f := fun n : ℕ => (-1 : ℝ) ^ n * (1 / ((n : ℝ) + 1) ^ 2)) he2 ho2
  have e : S + -(1 / 4 * (π ^ 2 / 6)) = π ^ 2 / 12 := by linarith
  rwa [e] at h

end

end ThermalConductanceQuantum
```

The error:

```
Main.lean:37:4: error: Type mismatch: After simplification, term
  HasSum.neg ho
 has type
  HasSum (fun b => -(1 / ((↑(2 * b + 1) + 1) ^ 0 * (↑(2 * b + 1) + 1) * (↑(2 * b + 1) + 1))))
    (-(1 / 4 * (π ^ 0 * π * π / 6)))
but is expected to have type
  HasSum
    (fun k => ((-1) ^ 0 * -1 * -1) ^ k * -1 * (1 / ((↑(2 * k + 1) + 1) ^ 0 * (↑(2 * k + 1) + 1) * (↑(2 * k + 1) + 1))))
    (-(1 / 4 * (π ^ 0 * π * π / 6)))
```

Cause. The error is in `ho2`, where the terms with odd index get their minus sign. The sign `(-1) ^ (2 * k + 1)` should simplify to `-1`, but the message shows it stuck as `((-1) ^ 0 * -1 * -1) ^ k * -1`. The culprit is `pow_succ`, which `simpa only` applies wherever it can, even to the literal exponent 2. It therefore unfolded the `(-1) ^ 2` produced by `pow_mul`, and `neg_one_sq` no longer had a square to match. Nothing else in the list could reduce what was left. The other squares were unfolded too, but alike on both sides, so they did no harm.

The repair proves the sign separately, as `hodd`. There `rw` applies the lemmas one at a time in the given order: `pow_succ` splits off the last factor, `pow_mul` exposes `(-1) ^ 2`, and `neg_one_sq` turns it into 1. The final `simpa only` uses `hodd` in place of the power lemmas, so the squares stay intact, and `neg_mul` and `one_mul` bring the term to the negated form that `ho.neg` supplies.

Fix (accepted with no message):

```diff
@@ -35,5 +35,7 @@
   have ho2 : HasSum (fun k : ℕ => (-1 : ℝ) ^ (2 * k + 1) *
       (1 / (((2 * k + 1 : ℕ) : ℝ) + 1) ^ 2)) (-(1 / 4 * (π ^ 2 / 6))) := by
-    simpa only [pow_succ, pow_mul, neg_one_sq, one_pow, one_mul, neg_mul] using ho.neg
+    have hodd : ∀ k : ℕ, (-1 : ℝ) ^ (2 * k + 1) = -1 := fun k => by
+      rw [pow_succ, pow_mul, neg_one_sq, one_pow, one_mul]
+    simpa only [hodd, neg_mul, one_mul] using ho.neg
   have h := HasSum.even_add_odd
     (f := fun n : ℕ => (-1 : ℝ) ^ n * (1 / ((n : ℝ) + 1) ^ 2)) he2 ho2
```
